# The Jastrow factor $\exp[-A(1-e^{-r/F})/r]$ with $F>0$ has cusp 1/2 exactly when $F^2=A$ and cusp 1/4 exactly when $F^2=2A$

The cusp of a pair function $J(r)$ is taken here to be the limit of its logarithmic derivative $J'(r)/J(r)$ as the distance $r$ decreases to zero. It is not defined through a derivative at $r=0$, because the correlation function studied below is given by a formula that reads $0/0$ there. Only positive distances enter the contact limits, and $J$ is a function of one real variable with no angular dependence.

```lean
import Mathlib

open Filter Topology

namespace JastrowCusp

noncomputable section
```

## The correlation function and its cusp

For two electrons at distance $r$, let

$$u(r)=\frac{A\,(1-e^{-r/F})}{r}.$$

The constant $A$ sets the strength of the $1/r$ tail, and the length $F$ is the distance below which that tail is rounded off. The theorems on the limits of $u$, on the cusp and on the local energy at contact all assume $F>0$; $A$ may be any real number unless it is set equal to $F^2$.

```lean
/-- The correlation function `u(r) = A (1 - exp(-r/F)) / r` of a pair at distance `r`. -/
def u (A F r : ℝ) : ℝ := A * (1 - Real.exp (-r / F)) / r
```

In Lean, division by zero gives zero, so `u A F 0` is $0$ whatever the contact limit $A/F$ may be; the one-sided limits never see this value.

The quotient rule gives the slope

$$u'(r)=\frac{A\,\frac{r}{F}e^{-r/F}-A(1-e^{-r/F})}{r^2}
=\frac{A\left[(1+r/F)\,e^{-r/F}-1\right]}{r^2}.$$

The right-hand side gets a name of its own, and is shown further down to be the derivative.

```lean
/-- The closed expression for the radial slope of `u`. -/
def slope (A F r : ℝ) : ℝ := A * ((1 + r / F) * Real.exp (-r / F) - 1) / r ^ 2
```

The Jastrow factor is $J=e^{-u}$. With this sign, a positive $A$ lowers $J$ when the electrons are close.

```lean
/-- The Jastrow factor `exp(-u)`. -/
def jastrow (A F r : ℝ) : ℝ := Real.exp (-u A F r)
```

In the definition of the cusp, `𝓝[>] 0` means that $r$ approaches zero through positive values, and `deriv J r` is $J'(r)$.

```lean
/-- A radial function `J` has cusp `c` if `J'/J` tends to `c` as `r` decreases to zero. -/
def HasCusp (J : ℝ → ℝ) (c : ℝ) : Prop :=
  Tendsto (fun r => deriv J r / J r) (𝓝[>] 0) (𝓝 c)
```

The cusp matters because of the local energy $E_L=(HJ)/J$. In atomic units the kinetic energy of two electrons separates into a centre-of-mass part and $-\nabla^2$ in the relative coordinate, so the relative Hamiltonian is $H=-\nabla^2+1/r$. On a radial function in three dimensions $\nabla^2J=J''+2J'/r$, hence

$$E_L(r)=-\frac{J''+2J'/r}{J}+\frac1r .$$

```lean
/-- The local energy of a radial pair function `J` for the Hamiltonian `-∇² + 1/r` of the
relative motion of two electrons, in atomic units. -/
def localEnergy (J : ℝ → ℝ) (r : ℝ) : ℝ :=
  -(deriv (deriv J) r + 2 / r * deriv J r) / J r + 1 / r
```

## Two dimensionless limits

Put $x=r/F$. For $0<x\le1$, Taylor's theorem gives

$$e^{-x}=1-x+\tfrac12x^2+\rho,\qquad |\rho|\le\tfrac29x^3 .$$

The first quantity needed is

$$\frac{1-e^{-x}}{x}-1=-\frac x2-\frac{\rho}{x},$$

whose size is at most $\frac x2+\frac29x^2\le x$. For the second, $(1+x)(1-x+\frac12x^2)=1-\frac12x^2+\frac12x^3$, so

$$\frac{(1+x)e^{-x}-1}{x^2}+\frac12=\frac x2+\frac{(1+x)\rho}{x^2},$$

whose size is at most $\frac x2+\frac49x\le x$. The two quotients therefore tend to $1$ and $-\frac12$.

In the proof, `taylor` is the bound on $\rho$, obtained from Mathlib's `Real.exp_bound` with three terms. The auxiliary statement `squeeze` turns an error of at most $x$ into a limit, and `nlinarith` checks the two estimates.

```lean
/-- The short-range limits of the dimensionless profile `(1 - exp(-x))/x` and of its slope. -/
theorem profile_limits :
    Tendsto (fun x : ℝ => (1 - Real.exp (-x)) / x) (𝓝[>] 0) (𝓝 1) ∧
    Tendsto (fun x : ℝ => ((1 + x) * Real.exp (-x) - 1) / x ^ 2) (𝓝[>] 0) (𝓝 (-1 / 2)) := by
  -- a function within distance `x` of `L` on `(0, 1]` tends to `L`
  have squeeze : ∀ (f : ℝ → ℝ) (L : ℝ), (∀ x, 0 < x → x ≤ 1 → |f x - L| ≤ x) →
      Tendsto f (𝓝[>] 0) (𝓝 L) := by
    intro f L h
    rw [tendsto_iff_norm_sub_tendsto_zero]
    refine squeeze_zero' (Eventually.of_forall fun x => norm_nonneg _) ?_
      (tendsto_id.mono_left nhdsWithin_le_nhds)
    filter_upwards [Ioc_mem_nhdsGT (zero_lt_one : (0 : ℝ) < 1)] with x hx
    exact h x hx.1 hx.2
  -- third-order Taylor bound for the exponential
  have taylor : ∀ x : ℝ, 0 < x → x ≤ 1 →
      |Real.exp (-x) - (1 - x + x ^ 2 / 2)| ≤ x ^ 3 * (2 / 9) := by
    intro x hx h1
    have h := Real.exp_bound (x := -x) (by rw [abs_neg, abs_of_pos hx]; exact h1)
      (n := 3) (by norm_num)
    have hs : ∑ m ∈ Finset.range 3, (-x) ^ m / (m.factorial : ℝ) = 1 - x + x ^ 2 / 2 := by
      simp [Finset.sum_range_succ, Nat.factorial]
      ring
    rw [hs, abs_neg, abs_of_pos hx] at h
    refine h.trans (le_of_eq ?_)
    congr 1
    norm_num [Nat.factorial]
  constructor
  · refine squeeze _ _ fun x hx h1 => ?_
    obtain ⟨ha, hb⟩ := abs_le.mp (taylor x hx h1)
    have h3 := mul_nonneg (sq_nonneg x) (sub_nonneg.2 h1)
    have e : (1 - Real.exp (-x)) / x - 1 = (1 - Real.exp (-x) - x) / x := by
      rw [sub_div _ x x, div_self hx.ne']
    rw [e, abs_div, abs_of_pos hx, div_le_iff₀ hx, abs_le]
    constructor <;> nlinarith [sq_nonneg x]
  · refine squeeze _ _ fun x hx h1 => ?_
    obtain ⟨ha, hb⟩ := abs_le.mp (taylor x hx h1)
    have hx2 : 0 < x ^ 2 := by positivity
    have hx3 : 0 < x ^ 3 := by positivity
    have h4 := mul_nonneg hx3.le (sub_nonneg.2 h1)
    have hp : 0 ≤ 1 + x := by linarith
    have ka := mul_nonneg hp (sub_nonneg.2 ha)
    have kb := mul_nonneg hp (sub_nonneg.2 hb)
    have e : ((1 + x) * Real.exp (-x) - 1) / x ^ 2 - -1 / 2
        = ((1 + x) * Real.exp (-x) - 1 + x ^ 2 / 2) / x ^ 2 := by
      rw [add_div _ (x ^ 2 / 2), div_right_comm, div_self hx2.ne']
      ring
    rw [e, abs_div, abs_of_pos hx2, div_le_iff₀ hx2, abs_le]
    constructor <;> nlinarith
```

## Derivatives away from contact

The quotient rule used above holds at every $r\ne0$. `HasDerivAt` states both that the derivative exists and what it is.

```lean
/-- Away from contact the derivative of `u` is `slope`. -/
theorem hasDerivAt_u (A F : ℝ) {r : ℝ} (hr : r ≠ 0) :
    HasDerivAt (u A F) (slope A F r) r := by
  have h0 : HasDerivAt (fun s : ℝ => -s / F) (-1 / F) r := (hasDerivAt_neg r).div_const F
  have h := ((h0.exp.const_sub 1).const_mul A).fun_div (hasDerivAt_id' r) hr
  refine h.congr_deriv ?_
  unfold slope
  ring
```

The chain rule applied to $J=e^{-u}$ gives $J'=-u'J$.

```lean
/-- Away from contact the Jastrow factor satisfies `J' = -u' J`. -/
theorem hasDerivAt_jastrow (A F : ℝ) {r : ℝ} (hr : r ≠ 0) :
    HasDerivAt (jastrow A F) (-slope A F r * jastrow A F r) r := by
  have h := (hasDerivAt_u A F hr).fun_neg.exp
  exact h.congr_deriv (by unfold jastrow; ring)
```

## Contact values and the tail of $u$

In terms of $x=r/F$,

$$u=\frac AF\cdot\frac{1-e^{-x}}{x},\qquad
u'=\frac{A}{F^2}\cdot\frac{(1+x)e^{-x}-1}{x^2}.$$

As $r$ decreases to zero so does $x$, and the dimensionless limits give $u\to A/F$ and $u'\to-A/(2F^2)$. At large distance $r\,u=A(1-e^{-r/F})\to A$, since the exponential decays.

The three parts of the theorem are these three limits, with `atTop` standing for $r\to\infty$. The step `hs` is the change of variable. Each use of `congr'` replaces the rescaled expression by $u$, $u'$ or $r\,u$ where the two agree, namely at positive $r$.

```lean
/-- As `r` decreases to zero, `u` tends to `A/F` and `u'` to `-A/(2F²)`; at infinity `r u`
tends to `A`. -/
theorem u_limits (A : ℝ) {F : ℝ} (hF : 0 < F) :
    Tendsto (u A F) (𝓝[>] 0) (𝓝 (A / F)) ∧
    Tendsto (deriv (u A F)) (𝓝[>] 0) (𝓝 (-A / (2 * F ^ 2))) ∧
    Tendsto (fun r => r * u A F r) atTop (𝓝 A) := by
  have hF' := hF.ne'
  -- pass to the dimensionless distance `r / F`
  have hs : Tendsto (fun r : ℝ => r / F) (𝓝[>] 0) (𝓝[>] 0) :=
    tendsto_nhdsWithin_iff.2
      ⟨((continuous_id.div_const F).tendsto' 0 0 (by simp)).mono_left nhdsWithin_le_nhds,
        eventually_mem_nhdsWithin.mono fun r hr => div_pos (Set.mem_Ioi.1 hr) hF⟩
  refine ⟨?_, ?_, ?_⟩
  · have h := (profile_limits.1.comp hs).const_mul (A / F)
    rw [mul_one] at h
    refine h.congr' ?_
    filter_upwards [self_mem_nhdsWithin] with r hr
    have hr' : r ≠ 0 := (Set.mem_Ioi.1 hr).ne'
    simp only [Function.comp_apply, u, neg_div]
    generalize Real.exp (-(r / F)) = q
    field_simp
  · have h := (profile_limits.2.comp hs).const_mul (A / F ^ 2)
    rw [show A / F ^ 2 * (-1 / 2) = -A / (2 * F ^ 2) by ring] at h
    refine h.congr' ?_
    filter_upwards [self_mem_nhdsWithin] with r hr
    have hr' : r ≠ 0 := (Set.mem_Ioi.1 hr).ne'
    rw [(hasDerivAt_u A F hr').deriv]
    simp only [Function.comp_apply, slope, neg_div]
    generalize Real.exp (-(r / F)) = q
    field_simp
  · have h := ((Real.tendsto_exp_neg_atTop_nhds_zero.comp
      (tendsto_id.atTop_div_const hF)).const_sub 1).const_mul A
    rw [sub_zero, mul_one] at h
    refine h.congr' ?_
    filter_upwards [eventually_gt_atTop 0] with r hr
    simp only [Function.comp_apply, u, neg_div, id_eq]
    rw [mul_div_cancel₀ _ hr.ne']
```

## The cusp fixes $A/F^2$

Since $J$ is never zero, $J'/J=-u'$, and this tends to $A/(2F^2)$. A function has at most one limit, so $J$ has cusp $c$ exactly when $A/(2F^2)=c$, that is, when $A=2cF^2$. The Lean proof first establishes the cusp $A/(2F^2)$ as `h`; one direction then uses `tendsto_nhds_unique`, and the other substitutes the value.

```lean
/-- The Jastrow factor `exp(-u)` has cusp `c` exactly when `A = 2 c F²`. -/
theorem jastrow_cusp_iff (A c : ℝ) {F : ℝ} (hF : 0 < F) :
    HasCusp (jastrow A F) c ↔ A = 2 * c * F ^ 2 := by
  have hF' := hF.ne'
  have h : HasCusp (jastrow A F) (A / (2 * F ^ 2)) := by
    have h0 := (u_limits A hF).2.1.neg
    rw [show -(-A / (2 * F ^ 2)) = A / (2 * F ^ 2) by ring] at h0
    unfold HasCusp
    refine h0.congr' ?_
    filter_upwards [self_mem_nhdsWithin] with r hr
    have hr' : r ≠ 0 := (Set.mem_Ioi.1 hr).ne'
    have hJ : jastrow A F r ≠ 0 := (Real.exp_pos _).ne'
    rw [(hasDerivAt_u A F hr').deriv, (hasDerivAt_jastrow A F hr').deriv,
      mul_div_cancel_right₀ _ hJ]
  constructor
  · intro hc
    have e : A / (2 * F ^ 2) = c := tendsto_nhds_unique h hc
    rw [div_eq_iff (by positivity)] at e
    linarith
  · intro hA
    have e : A / (2 * F ^ 2) = c := by
      rw [div_eq_iff (by positivity)]
      linarith
    rwa [e] at h
```

Setting $c=\frac12$ gives $F^2=A$, and $c=\frac14$ gives $F^2=2A$. The value $\frac12$ belongs to electrons of opposite spin, which can meet without a node in the wave function. The value $\frac14$ belongs to electrons of equal spin, where antisymmetry makes the rest of the wave function vanish at contact, in the generic case linearly. The theorem takes both numbers as given and says which $F$ produces them.

```lean
/-- The Jastrow factor has cusp `1/2` if and only if `F² = A`, and cusp `1/4` if and only if
`F² = 2A`. -/
theorem electron_cusps (A : ℝ) {F : ℝ} (hF : 0 < F) :
    (HasCusp (jastrow A F) (1 / 2) ↔ F ^ 2 = A) ∧
    (HasCusp (jastrow A F) (1 / 4) ↔ F ^ 2 = 2 * A) := by
  rw [jastrow_cusp_iff A _ hF, jastrow_cusp_iff A _ hF]
  constructor <;> constructor <;> intro h <;> linarith
```

## The local energy in closed form

Differentiating $r\,u=A(1-e^{-r/F})$ twice gives

$$r\,u''+2u'=-\frac{A}{F^2}\,e^{-r/F}.$$

From $J'=-u'J$ follows $J''=(-u''+u'^2)J$, so

$$E_L=u''+\frac{2u'}{r}-u'^2+\frac1r .$$

Multiplying by $r$ and inserting the previous line,

$$r\,E_L=1-\frac{A}{F^2}\,e^{-r/F}-r\,u'^2 .$$

Lean reaches $u''$ by differentiating `slope` with the quotient rule, and `key` is the algebra that brings the result to the form above. To differentiate $J'$ one needs its formula at all points near $r$, not only at $r$ itself; the `h1` that follows the proof of `hs` supplies this.

```lean
/-- The local energy of the Jastrow factor, multiplied by the distance, in closed form. -/
theorem mul_localEnergy (A F : ℝ) {r : ℝ} (hr : r ≠ 0) :
    r * localEnergy (jastrow A F) r
      = 1 - A / F ^ 2 * Real.exp (-r / F) - r * slope A F r ^ 2 := by
  -- the second derivative of `u`
  have hs : HasDerivAt (slope A F)
      (-(A / F ^ 2 * Real.exp (-r / F)) / r - 2 * slope A F r / r) r := by
    have h0 : HasDerivAt (fun s : ℝ => -s / F) (-1 / F) r := (hasDerivAt_neg r).div_const F
    have h1 : HasDerivAt (fun s : ℝ => 1 + s / F) (1 / F) r :=
      ((hasDerivAt_id' r).div_const F).const_add 1
    have h2 : HasDerivAt (fun s : ℝ => s ^ 2) (2 * r) r := by
      simpa using hasDerivAt_pow 2 r
    have h := (((h1.fun_mul h0.exp).sub_const 1).const_mul A).fun_div h2 (pow_ne_zero 2 hr)
    refine h.congr_deriv ?_
    have key : ∀ k q : ℝ,
        (A * (k * q + (1 + r * k) * (q * -k)) * r ^ 2
          - A * ((1 + r * k) * q - 1) * (2 * r)) / (r ^ 2) ^ 2
        = -(A * k ^ 2 * q) / r - 2 * (A * ((1 + r * k) * q - 1) / r ^ 2) / r := by
      intro k q
      field_simp
      ring
    unfold slope
    linear_combination key F⁻¹ (Real.exp (-r / F))
  have h1 : deriv (jastrow A F) =ᶠ[𝓝 r] fun s => -slope A F s * jastrow A F s :=
    (eventually_ne_nhds hr).mono fun s hs => (hasDerivAt_jastrow A F hs).deriv
  have h2 := h1.deriv_eq.trans (hs.fun_neg.fun_mul (hasDerivAt_jastrow A F hr)).deriv
  have hJ : jastrow A F r ≠ 0 := (Real.exp_pos _).ne'
  unfold localEnergy
  rw [h2, (hasDerivAt_jastrow A F hr).deriv]
  generalize A / F ^ 2 * Real.exp (-r / F) = q
  generalize slope A F r = s
  generalize jastrow A F r = J at hJ ⊢
  field_simp
  ring
```

## The contact value for $F^2=A$

With $A=F^2$ the identity becomes, after division by $r$,

$$E_L=\frac{1-e^{-r/F}}{r}-u'^2 .$$

The first term is the correlation function with $A=1$, which tends to $1/F$. The slope tends to $-\frac12$, so its square tends to $\frac14$, and $E_L\to 1/F-\frac14$. The proof combines the same two limits from `u_limits`, used once with $A=1$ and once with $A=F^2$.

```lean
/-- For `A = F²` the local energy of the Jastrow factor tends to `1/F - 1/4` at contact. -/
theorem localEnergy_contact {F : ℝ} (hF : 0 < F) :
    Tendsto (localEnergy (jastrow (F ^ 2) F)) (𝓝[>] 0) (𝓝 (1 / F - 1 / 4)) := by
  have hF2 : F ^ 2 ≠ 0 := by positivity
  have h := (u_limits 1 hF).1.sub ((u_limits (F ^ 2) hF).2.1.pow 2)
  have e : -F ^ 2 / (2 * F ^ 2) = -1 / 2 := by
    rw [div_eq_iff (by positivity)]
    ring
  rw [e, show ((-1 / 2 : ℝ)) ^ 2 = 1 / 4 by norm_num] at h
  refine h.congr' ?_
  filter_upwards [self_mem_nhdsWithin] with r hr
  have hr' : r ≠ 0 := (Set.mem_Ioi.1 hr).ne'
  apply mul_left_cancel₀ hr'
  rw [mul_localEnergy (F ^ 2) F hr', (hasDerivAt_u (F ^ 2) F hr').deriv, div_self hF2]
  unfold u
  generalize slope (F ^ 2) F r = s
  generalize Real.exp (-r / F) = q
  field_simp
```

The limit of large $F$ shows where the $-\frac14$ comes from. At fixed $r$ and with $A=F^2$, $u=F-\frac r2+O(1/F)$, so up to a constant factor $J$ approaches $e^{r/2}$. For that function the local energy is $-\left(\frac14+\frac1r\right)+\frac1r=-\frac14$ at every distance. The function $e^{r/2}$ grows without bound and is not normalisable, so it is not a bound state. The repelling pair has no negative energy level at all, since neither $-\nabla^2$ nor $1/r$ can have a negative expectation value.

## Finite local energy forces $F^2=A$

Suppose that $E_L$ has a finite limit at contact. Then $r\,E_L\to0$. The closed form gives $r\,E_L\to1-A/F^2$, because the exponential tends to $1$ and $u'$ stays bounded. Hence $A=F^2$. The converse is the contact value just computed.

In the theorem, `∃ E` ranges over real numbers, so it expresses a finite limit. In variational and diffusion Monte Carlo a divergent local energy at electron contact adds to the fluctuations of the sampled energy; for the two-electron model with this Jastrow factor alone, the theorem identifies the one relation between $A$ and $F$ that removes the divergence. Other electrons, nuclei and a determinant multiplying $J$ are absent from the model. Since $J$ tends to $1$ at large distance, it is not a normalisable state in free space by itself, and the theorem concerns only its behaviour at contact.

```lean
/-- The local energy of the Jastrow factor has a finite limit at contact if and only if
`F² = A`. -/
theorem localEnergy_finite_iff (A : ℝ) {F : ℝ} (hF : 0 < F) :
    (∃ E, Tendsto (localEnergy (jastrow A F)) (𝓝[>] 0) (𝓝 E)) ↔ F ^ 2 = A := by
  constructor
  · rintro ⟨E, hE⟩
    have hid : Tendsto (fun r : ℝ => r) (𝓝[>] 0) (𝓝 0) :=
      tendsto_id.mono_left nhdsWithin_le_nhds
    have hexp : Tendsto (fun r : ℝ => Real.exp (-r / F)) (𝓝[>] 0) (𝓝 1) :=
      ((by fun_prop : Continuous fun r : ℝ => Real.exp (-r / F)).tendsto' 0 1
        (by simp)).mono_left nhdsWithin_le_nhds
    -- compare the two limits of `r` times the local energy
    have h := ((hexp.const_mul (A / F ^ 2)).const_sub 1).sub
      (hid.mul ((u_limits A hF).2.1.pow 2))
    have h' := h.congr' (f₂ := fun r => r * localEnergy (jastrow A F) r) (by
      filter_upwards [self_mem_nhdsWithin] with r hr
      have hr' : r ≠ 0 := (Set.mem_Ioi.1 hr).ne'
      rw [mul_localEnergy A F hr', (hasDerivAt_u A F hr').deriv])
    have e := tendsto_nhds_unique h' (hid.mul hE)
    rw [zero_mul, zero_mul, sub_zero, mul_one] at e
    have e1 : A / F ^ 2 = 1 := by linarith
    rw [div_eq_iff (by positivity), one_mul] at e1
    exact e1.symm
  · rintro rfl
    exact ⟨_, localEnergy_contact hF⟩

end

end JastrowCusp
```

The same argument treats a pair of equal spin, with wave function $zJ(r)$, where $z$ is a Cartesian component of the relative coordinate. Here $\nabla^2(zJ)=z\,(J''+4J'/r)$, so the new local energy is $E_L+2u'/r$. Multiplied by $r$, it tends to

$$1-\frac{A}{F^2}-\frac{A}{F^2}=1-\frac{2A}{F^2},$$

which vanishes exactly when $F^2=2A$, the condition for cusp $\frac14$. The file has no theorem about this odd pair.

```lean
#print axioms JastrowCusp.jastrow_cusp_iff
-- 'JastrowCusp.jastrow_cusp_iff' depends on axioms: [propext, Classical.choice, Quot.sound]
#print axioms JastrowCusp.electron_cusps
-- 'JastrowCusp.electron_cusps' depends on axioms: [propext, Classical.choice, Quot.sound]
#print axioms JastrowCusp.localEnergy_finite_iff
-- 'JastrowCusp.localEnergy_finite_iff' depends on axioms: [propext, Classical.choice, Quot.sound]
```
